# A planar charge in a uniform magnetic field conserves canonical angular momentum in the symmetric gauge

Let $x,y$ be the coordinates of a particle in the plane and $p,q$ their conjugate momenta. With $[a,b]=ab-ba$ and $\hbar=1$, the canonical relations are $[x,p]=[y,q]=i$, and all other pairs commute. For $L=xq-yp$,

$$[L,x]=-y[p,x]=iy,\qquad [L,y]=x[q,y]=-ix.$$

Hence $[L,x^2]=i(yx+xy)$ and $[L,y^2]=-i(xy+yx)$. The two cancel, so $L$ commutes with $x^2+y^2$.

## From the squared radius to the field Hamiltonian

Call $(u,v)$ a planar vector if $[L,u]=iv$ and $[L,v]=-iu$. The same cancellation gives $[L,u^2+v^2]=0$. The momentum $(p,q)$ is also a planar vector, since $[L,p]=[x,p]q=iq$ and $[L,q]=-[y,q]p=-ip$.

For a real field $B$, take

$$H=\tfrac12\left[(p-\tfrac B2y)^2+(q+\tfrac B2x)^2\right].$$

This describes unit mass and charge $-1$ in the vector potential $\tfrac B2(-y,x)$. Its kinetic momentum is a planar vector too:

$$[L,p-\tfrac B2y]=i(q+\tfrac B2x),\qquad [L,q+\tfrac B2x]=-i(p-\tfrac B2y).$$

So $[L,H]=0$. Since $L$ commutes with $x^2+y^2$, it commutes with its powers and their linear combinations, so any polynomial potential in $x^2+y^2$ may be added.

Because $yp=py$ and $xq=qx$, the squares expand to $p^2-Byp+\tfrac{B^2}4y^2$ and $q^2+Bxq+\tfrac{B^2}4x^2$. Therefore

$$H=\tfrac12(p^2+q^2)+\tfrac B2L+\tfrac{B^2}8(x^2+y^2).$$

In this spinless one-particle model, the field terms are the orbital Zeeman and diamagnetic terms, and a basis of $L$ eigenstates makes the Hamiltonian matrix block diagonal.

## The conserved quantity in other gauges

Put $p'=p+ky$ and $q'=q+kx$. Then $[p',q']=k[p,x]+k[y,q]=-ik+ik=0$, and the other relations are unchanged because $x$ and $y$ commute. The angular momentum becomes $xq'-yp'=L+k(x^2-y^2)$.

With $k=cB$ and $c$ real, the kinetic momenta are $p-(\tfrac12-c)By$ and $q+(\tfrac12+c)Bx$, and the conserved quantity that takes the place of $L$ is $L+cB(x^2-y^2)$.

## Momenta that do not commute

Let $p=-i\partial_x$ and $q=-i\partial_y$ act on polynomials, and set $\pi_1=p-\tfrac B2y$, $\pi_2=q+\tfrac B2x$ with $B\neq0$. As replacements for $p,q$ these satisfy every canonical relation except one: $[\pi_1,\pi_2]=-iB$. The angular momentum $x\pi_2-y\pi_1$ built from them is then not conserved, even for the free form $H=\tfrac12(\pi_1^2+\pi_2^2)$. This $H$ is the field Hamiltonian above, and it still conserves $L$. Since $x\pi_2-y\pi_1=L+\tfrac B2(x^2+y^2)$,

$$[x\pi_2-y\pi_1,H]=\tfrac B2[x^2+y^2,H]=B\left(1+i(x\pi_1+y\pi_2)\right),$$

which sends the constant polynomial $1$ to $B$.

## The algebra and its Hamiltonian in Lean

The observables are elements of an arbitrary complex algebra `A`. No Hilbert space, operator domain or self-adjointness enters, and conservation means commutation with the Hamiltonian.

```lean
import Mathlib

open Complex

namespace PlanarChargeInField

noncomputable section

variable {A : Type*} [Ring A] [Algebra ℂ A]
```

`IsCanonical` collects the six relations; `I • (1 : A)` is $i$ times the identity.

```lean
/-- The canonical relations of a particle in the plane, with `ħ = 1`: `[x,p] = [y,q] = i`,
and all other pairs commute. -/
structure IsCanonical (x y p q : A) : Prop where
  xp : x * p - p * x = I • (1 : A)
  yq : y * q - q * y = I • (1 : A)
  xy : x * y = y * x
  pq : p * q = q * p
  xq : x * q = q * x
  yp : y * p = p * y

/-- The canonical angular momentum `L = xq - yp`. -/
def angularMomentum (x y p q : A) : A := x * q - y * p
```

The real number `B` is read as a complex scalar, and `•` is scalar multiplication.

```lean
/-- The Hamiltonian `((p - By/2)² + (q + Bx/2)²)/2` of a planar charge in a uniform field `B`,
in the symmetric gauge. -/
def fieldHamiltonian (x y p q : A) (B : ℝ) : A :=
  (1 / 2 : ℂ) • ((p - ((B : ℂ) / 2) • y) ^ 2 + (q + ((B : ℂ) / 2) • x) ^ 2)
```

## Planar vectors

```lean
/-- The pair `(u, v)` turns as a vector in the plane under `L`: `[L,u] = iv` and `[L,v] = -iu`. -/
structure IsPlanarVector (L u v : A) : Prop where
  fst : L * u - u * L = I • v
  snd : L * v - v * L = (-I) • u
```

`Commute` states that two elements have equal products in either order. The proof writes the commutator with $u^2+v^2$ through $[L,u]$ and $[L,v]$, then substitutes their values.

```lean
/-- The squared length `u² + v²` of a planar vector commutes with `L`. -/
theorem IsPlanarVector.commute_sq {L u v : A} (h : IsPlanarVector L u v) :
    Commute L (u ^ 2 + v ^ 2) := by
  have e : L * (u ^ 2 + v ^ 2) - (u ^ 2 + v ^ 2) * L
      = (L * u - u * L) * u + u * (L * u - u * L)
        + ((L * v - v * L) * v + v * (L * v - v * L)) := by noncomm_ring
  -- the two components contribute opposite amounts
  rw [h.fst, h.snd] at e
  simp only [smul_mul_assoc, mul_smul_comm] at e
  exact sub_eq_zero.mp (e.trans (by module))
```

The next lemma adds a planar vector turned by a right angle, as the vector potential does to the momentum.

```lean
/-- If `(u, v)` and `(u', v')` are planar vectors, so is the first plus `b` times the second
turned by a right angle, `(u - bv', v + bu')`. -/
theorem IsPlanarVector.add_turned {L u v u' v' : A} (h : IsPlanarVector L u v)
    (h' : IsPlanarVector L u' v') (b : ℂ) :
    IsPlanarVector L (u - b • v') (v + b • u') := by
  constructor
  · have e : L * (u - b • v') - (u - b • v') * L
        = (L * u - u * L) - b • (L * v' - v' * L) := by
      simp only [mul_sub, sub_mul, mul_smul_comm, smul_mul_assoc]
      module
    rw [e, h.fst, h'.snd]
    module
  · have e : L * (v + b • u') - (v + b • u') * L
        = (L * v - v * L) + b • (L * u' - u' * L) := by
      simp only [mul_add, add_mul, mul_smul_comm, smul_mul_assoc]
      module
    rw [e, h.snd, h'.fst]
    module
```

For position and momentum, `noncomm_ring` verifies the expansion into canonical commutators, which the hypotheses then evaluate.

```lean
variable {x y p q : A}

/-- For canonical variables the position `(x, y)` is a planar vector under `L = xq - yp`. -/
theorem position_isPlanarVector (h : IsCanonical x y p q) :
    IsPlanarVector (angularMomentum x y p q) x y := by
  constructor
  · have e : angularMomentum x y p q * x - x * angularMomentum x y p q
        = x * (q * x - x * q) + y * (x * p - p * x) + (x * y - y * x) * p := by
      unfold angularMomentum
      noncomm_ring
    rw [e, h.xp, h.xq, h.xy]
    simp
  · have e : angularMomentum x y p q * y - y * angularMomentum x y p q
        = -(x * (y * q - q * y)) + (x * y - y * x) * q + y * (y * p - p * y) := by
      unfold angularMomentum
      noncomm_ring
    rw [e, h.yq, h.xy, h.yp]
    simp

/-- For canonical variables the momentum `(p, q)` is a planar vector under `L = xq - yp`. -/
theorem momentum_isPlanarVector (h : IsCanonical x y p q) :
    IsPlanarVector (angularMomentum x y p q) p q := by
  constructor
  · have e : angularMomentum x y p q * p - p * angularMomentum x y p q
        = (x * p - p * x) * q + x * (q * p - p * q) - (y * p - p * y) * p := by
      unfold angularMomentum
      noncomm_ring
    rw [e, h.xp, h.pq, h.yp]
    simp
  · have e : angularMomentum x y p q * q - q * angularMomentum x y p q
        = (x * q - q * x) * q - (y * q - q * y) * p - y * (p * q - q * p) := by
      unfold angularMomentum
      noncomm_ring
    rw [e, h.yq, h.xq, h.pq]
    simp
```

## Expansion and conservation

The expansion needs only the relations `yp` and `xq`, to reorder the cross terms.

```lean
/-- For canonical variables the field Hamiltonian is the free kinetic energy plus a term `BL/2`
linear in the field and a term `B²(x² + y²)/8` quadratic in it. -/
theorem fieldHamiltonian_eq (h : IsCanonical x y p q) (B : ℝ) :
    fieldHamiltonian x y p q B = (1 / 2 : ℂ) • (p ^ 2 + q ^ 2)
      + ((B : ℂ) / 2) • angularMomentum x y p q + ((B : ℂ) ^ 2 / 8) • (x ^ 2 + y ^ 2) := by
  unfold fieldHamiltonian angularMomentum
  simp only [pow_two (_ : A), sub_mul, mul_sub, add_mul, mul_add, smul_mul_assoc, mul_smul_comm]
  rw [← h.yp, ← h.xq]
  module
```

In the conservation theorem, `hk` treats the kinetic momentum and `hr` the squared radius; induction on `f` handles the potential. Complex coefficients are allowed, but a Coulomb potential is not of this form.

```lean
/-- A planar charge with canonical variables, in a uniform field and any potential that is a
polynomial `f` in `x² + y²`, conserves `L` in the symmetric gauge. -/
theorem angularMomentum_conserved (h : IsCanonical x y p q) (B : ℝ) (f : Polynomial ℂ) :
    Commute (angularMomentum x y p q)
      (fieldHamiltonian x y p q B + Polynomial.aeval (x ^ 2 + y ^ 2) f) := by
  have hr := (position_isPlanarVector h).commute_sq
  -- the kinetic momentum is a planar vector, so its square is conserved
  have hk := ((momentum_isPlanarVector h).add_turned
    (position_isPlanarVector h) ((B : ℂ) / 2)).commute_sq
  refine Commute.add_right (hk.smul_right _) ?_
  induction f using Polynomial.induction_on' with
  | add f g hf hg =>
    rw [map_add]
    exact hf.add_right hg
  | monomial n a =>
    rw [Polynomial.aeval_monomial]
    have ha : Commute (angularMomentum x y p q) (algebraMap ℂ A a) :=
      (Algebra.commutes a _).symm
    exact ha.mul_right (hr.pow_right n)
```

## Changing the gauge

Each shifted relation is a linear combination of the original ones.

```lean
/-- The gauge shift `p → p + ky`, `q → q + kx` preserves the canonical relations. -/
theorem IsCanonical.gauge_shift (h : IsCanonical x y p q) (k : ℂ) :
    IsCanonical x y (p + k • y) (q + k • x) := by
  refine ⟨?_, ?_, h.xy, ?_, ?_, ?_⟩ <;>
    simp only [mul_add, add_mul, mul_smul_comm, smul_mul_assoc, smul_add]
  · linear_combination (norm := module) h.xp + k • h.xy
  · linear_combination (norm := module) h.yq - k • h.xy
  · linear_combination (norm := module) h.pq - k • h.xp + k • h.yq - (k * k) • h.xy
  · linear_combination (norm := module) h.xq
  · linear_combination (norm := module) h.yp
```

The general result is the symmetric-gauge theorem applied to the shifted momenta; `hL`, `h1` and `h2` translate it back.

```lean
/-- For canonical variables and kinetic momenta `p - (1/2 - c)By`, `q + (1/2 + c)Bx`, the
conserved quantity is `L + cB(x² - y²)`, also with a polynomial potential in `x² + y²`.
The symmetric gauge is `c = 0`, and `c = 1/2` is a Landau gauge. -/
theorem conserved_in_gauge (h : IsCanonical x y p q) (B c : ℝ) (f : Polynomial ℂ) :
    Commute (angularMomentum x y p q + ((c : ℂ) * B) • (x ^ 2 - y ^ 2))
      ((1 / 2 : ℂ) • ((p - ((1 / 2 - (c : ℂ)) * B) • y) ^ 2
          + (q + ((1 / 2 + (c : ℂ)) * B) • x) ^ 2)
        + Polynomial.aeval (x ^ 2 + y ^ 2) f) := by
  -- the symmetric-gauge result, read in the shifted momenta
  have key := angularMomentum_conserved (h.gauge_shift ((c : ℂ) * B)) B f
  have hL : angularMomentum x y (p + ((c : ℂ) * B) • y) (q + ((c : ℂ) * B) • x)
      = angularMomentum x y p q + ((c : ℂ) * B) • (x ^ 2 - y ^ 2) := by
    unfold angularMomentum
    simp only [mul_add, mul_smul_comm, pow_two (_ : A)]
    module
  have h1 : p + ((c : ℂ) * B) • y - ((B : ℂ) / 2) • y
      = p - ((1 / 2 - (c : ℂ)) * B) • y := by module
  have h2 : q + ((c : ℂ) * B) • x + ((B : ℂ) / 2) • x
      = q + ((1 / 2 + (c : ℂ)) * B) • x := by module
  rw [hL, fieldHamiltonian, h1, h2] at key
  exact key
```

## A concrete representation

Multiplication and differentiation on polynomials in two variables realise the relations, with indices `0` and `1` for $x$ and $y$.

```lean
/-- Multiplication by the `j`-th coordinate, on polynomials in two variables. -/
def positionOp (j : Fin 2) : Module.End ℂ (MvPolynomial (Fin 2) ℂ) :=
  LinearMap.mulLeft ℂ (MvPolynomial.X j)

/-- The operator `-i ∂/∂xⱼ` on polynomials in two variables. -/
def momentumOp (j : Fin 2) : Module.End ℂ (MvPolynomial (Fin 2) ℂ) :=
  (-I) • (MvPolynomial.pderiv (R := ℂ) j).toLinearMap
```

The product rule gives the position–momentum relations. Induction on the polynomial shows that partial derivatives commute, which gives $pq=qp$.

```lean
/-- Multiplication by the coordinates and `-i` times the partial derivatives, acting on
polynomials in two variables, satisfy the canonical relations. -/
theorem isCanonical_witness :
    IsCanonical (positionOp 0) (positionOp 1) (momentumOp 0) (momentumOp 1) := by
  have same : ∀ (j : Fin 2) (f : MvPolynomial (Fin 2) ℂ),
      MvPolynomial.X j * ((-I) • MvPolynomial.pderiv j f)
        - (-I) • MvPolynomial.pderiv j (MvPolynomial.X j * f) = I • f := by
    intro j f
    rw [Derivation.leibniz, MvPolynomial.pderiv_X_self]
    simp only [smul_eq_mul, mul_one, mul_smul_comm]
    module
  have other : ∀ (i j : Fin 2) (_ : i ≠ j) (f : MvPolynomial (Fin 2) ℂ),
      MvPolynomial.X i * ((-I) • MvPolynomial.pderiv j f)
        = (-I) • MvPolynomial.pderiv j (MvPolynomial.X i * f) := by
    intro i j hij f
    rw [Derivation.leibniz, MvPolynomial.pderiv_X_of_ne hij]
    simp only [smul_eq_mul, mul_zero, add_zero, mul_smul_comm]
  -- second derivatives of a coordinate vanish, hence partial derivatives commute
  have hc : ∀ i k j : Fin 2, MvPolynomial.pderiv i (MvPolynomial.pderiv k
      (MvPolynomial.X j : MvPolynomial (Fin 2) ℂ)) = 0 := by
    intro i k j
    by_cases hjk : j = k
    · subst hjk
      rw [MvPolynomial.pderiv_X_self, Derivation.map_one_eq_zero]
    · rw [MvPolynomial.pderiv_X_of_ne hjk, map_zero]
  have comm : ∀ f : MvPolynomial (Fin 2) ℂ,
      MvPolynomial.pderiv 0 (MvPolynomial.pderiv 1 f)
        = MvPolynomial.pderiv 1 (MvPolynomial.pderiv 0 f) := by
    intro f
    induction f using MvPolynomial.induction_on
    · simp only [MvPolynomial.pderiv_C, map_zero]
    · rename_i f g hf hg
      simp only [map_add, hf, hg]
    · rename_i f j hf
      simp only [Derivation.leibniz, map_add, smul_eq_mul, hc, hf, mul_zero, zero_add]
      ring
  constructor
  · exact LinearMap.ext fun f => same 0 f
  · exact LinearMap.ext fun f => same 1 f
  · exact LinearMap.ext fun f => mul_left_comm (MvPolynomial.X 0) (MvPolynomial.X 1) f
  · refine LinearMap.ext fun f => ?_

    change (-I) • MvPolynomial.pderiv 0 ((-I) • MvPolynomial.pderiv 1 f)
      = (-I) • MvPolynomial.pderiv 1 ((-I) • MvPolynomial.pderiv 0 f)
    rw [Derivation.map_smul, Derivation.map_smul, comm f]
  · exact LinearMap.ext fun f => other 0 1 (by decide) f
  · exact LinearMap.ext fun f => other 1 0 (by decide) f

end

end PlanarChargeInField
```

```lean
#print axioms PlanarChargeInField.fieldHamiltonian_eq
#print axioms PlanarChargeInField.angularMomentum_conserved
#print axioms PlanarChargeInField.conserved_in_gauge
```

```
'PlanarChargeInField.fieldHamiltonian_eq' depends on axioms: [propext, Classical.choice, Quot.sound]
'PlanarChargeInField.angularMomentum_conserved' depends on axioms: [propext, Classical.choice, Quot.sound]
'PlanarChargeInField.conserved_in_gauge' depends on axioms: [propext, Classical.choice, Quot.sound]
```
